# The TDHF polarizability is $2\langle d, M^{-1}d\rangle$ when $A-B$ and $M=A+B-w^2(A-B)^{-1}$ are invertible

Take one excitation, with real numbers $a$ and $b$, transition dipole $d$ and field frequency $w$. The time-dependent Hartree–Fock (TDHF) equations for its excitation amplitude $x$ and de-excitation amplitude $y$ are

$$(a-w)x+by=d,\qquad bx+(a+w)y=d.$$

Their sum and difference are

$$(a+b)(x+y)-w(x-y)=2d,\qquad (a-b)(x-y)=w(x+y).$$

If $a\neq b$, the second equation gives $x-y$. Substituting it in the first leaves $\left(a+b-\frac{w^2}{a-b}\right)(x+y)=2d$. When the bracket is nonzero, this fixes the polarizability $\alpha=d(x+y)$.

For several excitations, labelled by a finite type `n`, the numbers become real matrices and vectors.

```lean
import Mathlib

open Matrix

namespace TDHFPolarizability

variable {n : Type*} [Fintype n]
```

Each label stands for a promotion from an occupied to an empty orbital, and $d$ lists the dipole matrix elements of these promotions along the field. Thus $\alpha=\langle d,X+Y\rangle$ is a diagonal component of the polarizability tensor; a second vector $e$ below can stand for another direction. In TDHF with real orbitals, $A$ contains the orbital-energy gaps and the coupling among excitations, $B$ couples excitations to de-excitations, and both matrices are symmetric. Here they are given, not derived from a Hartree–Fock calculation. `IsResponse` says that $X$ and $Y$ solve the coupled equations; `*ᵥ` applies a matrix to a vector. The driving term $+d$ fixes the sign convention, and any spin factors must be absorbed into the data. The frequency is real and there is no damping.

```lean
/-- The TDHF response equations `(A - w) X + B Y = d` and `B X + (A + w) Y = d` for the
excitation amplitudes `X` and de-excitation amplitudes `Y` at frequency `w`. -/
def IsResponse (A B : Matrix n n ℝ) (w : ℝ) (d X Y : n → ℝ) : Prop :=
  A *ᵥ X - w • X + B *ᵥ Y = d ∧ B *ᵥ X + (A *ᵥ Y + w • Y) = d
```

## Sum and difference of the amplitudes

Adding and subtracting the matrix equations gives

$$(A+B)(X+Y)-w(X-Y)=2d,\qquad (A-B)(X-Y)=w(X+Y).$$

Half the sum and half the difference of these recover the original pair. Each `linear_combination` below is one of these additions or subtractions.

```lean
/-- The response equations are equivalent to a pair of equations for the sum `X + Y`
and the difference `X - Y` of the amplitudes. -/
theorem response_iff_sum_diff {A B : Matrix n n ℝ} {w : ℝ} {d X Y : n → ℝ} :
    IsResponse A B w d X Y ↔
      (A + B) *ᵥ (X + Y) - w • (X - Y) = (2 : ℝ) • d ∧
        (A - B) *ᵥ (X - Y) = w • (X + Y) := by
  simp only [IsResponse, add_mulVec, sub_mulVec, mulVec_add, mulVec_sub]
  constructor
  · rintro ⟨h1, h2⟩
    constructor
    · linear_combination (norm := module) h1 + h2
    · linear_combination (norm := module) h1 - h2
  · rintro ⟨h1, h2⟩
    constructor
    · linear_combination (norm := module) (1 / 2 : ℝ) • h1 + (1 / 2 : ℝ) • h2
    · linear_combination (norm := module) (1 / 2 : ℝ) • h1 - (1 / 2 : ℝ) • h2
```

## Reciprocity and evenness from symmetry

Let $(X,Y)$ respond to $d$ and $(X',Y')$ to $e$, at the same $w$. Pairing the first set of equations with $X'$ and $Y'$ gives

$$\langle X',AX\rangle+\langle Y',AY\rangle+\langle X',BY\rangle+\langle Y',BX\rangle-w\langle X',X\rangle+w\langle Y',Y\rangle=\langle d,X'+Y'\rangle.$$

For symmetric $A$ and $B$, the left side is unchanged when primed and unprimed amplitudes are exchanged, so it also equals $\langle e,X+Y\rangle$. In the proof, `sym` supplies the symmetry of each matrix term.

```lean
/-- Reciprocity: for symmetric `A` and `B`, the response to `d` measured along `e` equals
the response to `e` measured along `d`, at the same frequency. -/
theorem reciprocity {A B : Matrix n n ℝ} (hA : A.IsSymm) (hB : B.IsSymm) {w : ℝ}
    {d e X Y X' Y' : n → ℝ} (h : IsResponse A B w d X Y) (h' : IsResponse A B w e X' Y') :
    e ⬝ᵥ (X + Y) = d ⬝ᵥ (X' + Y') := by
  have sym : ∀ S : Matrix n n ℝ, S.IsSymm → ∀ u v : n → ℝ,
      u ⬝ᵥ (S *ᵥ v) = v ⬝ᵥ (S *ᵥ u) := by
    intro S hS u v
    rw [Matrix.dotProduct_mulVec, ← mulVec_transpose, hS.eq, dotProduct_comm]
  -- pair each set of equations with the amplitudes of the other
  have a1 := congrArg (fun v => X' ⬝ᵥ v) h.1
  have a2 := congrArg (fun v => Y' ⬝ᵥ v) h.2
  have b1 := congrArg (fun v => X ⬝ᵥ v) h'.1
  have b2 := congrArg (fun v => Y ⬝ᵥ v) h'.2
  simp only [dotProduct_add, dotProduct_sub, dotProduct_smul, smul_eq_mul] at a1 a2 b1 b2
  rw [dotProduct_add, dotProduct_add, dotProduct_comm e X, dotProduct_comm e Y,
    dotProduct_comm d X', dotProduct_comm d Y']
  linear_combination a1 + a2 - b1 - b2 + sym A hA X X' + sym B hB X Y' + sym B hB Y X'
    + sym A hA Y Y' - w * dotProduct_comm X X' + w * dotProduct_comm Y Y'
```

If $(X',Y')$ solves the equations at $-w$, then $(Y',X')$ solves them at $w$. Reciprocity with $e=d$ gives evenness, with no invertibility assumed.

```lean
/-- For symmetric `A` and `B` the polarizability is even in the frequency: any solutions
at `w` and at `-w` give the same value. -/
theorem polarizability_even {A B : Matrix n n ℝ} (hA : A.IsSymm) (hB : B.IsSymm) {w : ℝ}
    {d X Y X' Y' : n → ℝ} (h : IsResponse A B w d X Y)
    (h' : IsResponse A B (-w) d X' Y') :
    d ⬝ᵥ (X + Y) = d ⬝ᵥ (X' + Y') := by
  -- exchanging the two amplitudes reverses the sign of the frequency
  have hswap : IsResponse A B w d Y' X' := by
    constructor
    · linear_combination (norm := module) h'.2
    · linear_combination (norm := module) h'.1
  rw [reciprocity hA hB h hswap, add_comm Y' X']
```

## Eliminating the difference

Define $M=A+B-w^2(A-B)^{-1}$.

```lean
variable [DecidableEq n]

/-- The reduced response matrix `M = A + B - w² (A - B)⁻¹`, meant for invertible `A - B`. -/
noncomputable def reducedMatrix (A B : Matrix n n ℝ) (w : ℝ) : Matrix n n ℝ :=
  A + B - w ^ 2 • (A - B)⁻¹
```

Invertibility is written `IsUnit S.det`. If $Sv=u$, then $v=S^{-1}u$.

```lean
/-- A linear system with an invertible matrix is solved by the inverse matrix. -/
theorem eq_inv_mulVec {S : Matrix n n ℝ} (hS : IsUnit S.det) {u v : n → ℝ}
    (h : S *ᵥ v = u) : v = S⁻¹ *ᵥ u := by
  rw [← h, mulVec_mulVec, nonsing_inv_mul _ hS, one_mulVec]
```

With $A-B$ invertible, $X-Y=w(A-B)^{-1}(X+Y)$, and substitution leaves $M(X+Y)=2d$. For real orbitals, $A-B$ measures the energy curvature for imaginary orbital rotations and $A+B$ that for real ones; a singular matrix signals a direction of zero curvature.

```lean
/-- For invertible `A - B`, the response equations reduce to `M (X + Y) = 2 d`, with the
difference `X - Y` fixed by the sum. -/
theorem response_iff_reduced {A B : Matrix n n ℝ} (hAB : IsUnit (A - B).det) {w : ℝ}
    {d X Y : n → ℝ} :
    IsResponse A B w d X Y ↔
      reducedMatrix A B w *ᵥ (X + Y) = (2 : ℝ) • d ∧
        X - Y = w • ((A - B)⁻¹ *ᵥ (X + Y)) := by
  have key : (A - B) *ᵥ (X - Y) = w • (X + Y) ↔
      X - Y = w • ((A - B)⁻¹ *ᵥ (X + Y)) := by
    constructor
    · intro h
      rw [← mulVec_smul]
      exact eq_inv_mulVec hAB h
    · intro h
      rw [h, mulVec_smul, mulVec_mulVec, mul_nonsing_inv _ hAB, one_mulVec]
  have hM : reducedMatrix A B w *ᵥ (X + Y) =
      (A + B) *ᵥ (X + Y) - w • (w • ((A - B)⁻¹ *ᵥ (X + Y))) := by
    rw [reducedMatrix, sub_mulVec, smul_mulVec, smul_smul, pow_two]
  rw [response_iff_sum_diff, key]
  constructor
  · rintro ⟨h1, h2⟩
    exact ⟨by rw [hM, ← h2]; exact h1, h2⟩
  · rintro ⟨h1, h2⟩
    exact ⟨by rw [h2, ← hM]; exact h1, h2⟩
```

If $M$ is invertible too, set

$$s=2M^{-1}d,\quad t=w(A-B)^{-1}s,\quad X=\tfrac12(s+t),\quad Y=\tfrac12(s-t).$$

This is a solution, and every solution has this sum and difference, so it is unique. Pairing $s$ with $d$ gives $\alpha=2\langle d,M^{-1}d\rangle$, without using symmetry. For finite matrices and real, undamped response, a polarizability calculation can thus solve a linear system of half the original dimension, though for $w\neq0$ applying $M$ also requires $(A-B)^{-1}$ or a solve with $A-B$.

```lean
/-- Dynamic TDHF polarizability: if `A - B` and `M` are invertible, the response equations
have exactly one solution, and `⟨d, X + Y⟩ = 2 ⟨d, M⁻¹ d⟩`. -/
theorem dynamic_polarizability {A B : Matrix n n ℝ} {w : ℝ} (hAB : IsUnit (A - B).det)
    (hM : IsUnit (reducedMatrix A B w).det) (d : n → ℝ) :
    (∃! p : (n → ℝ) × (n → ℝ), IsResponse A B w d p.1 p.2) ∧
      ∀ X Y, IsResponse A B w d X Y →
        d ⬝ᵥ (X + Y) = 2 * (d ⬝ᵥ ((reducedMatrix A B w)⁻¹ *ᵥ d)) := by
  have hsum : ∀ X Y, IsResponse A B w d X Y →
      X + Y = (2 : ℝ) • ((reducedMatrix A B w)⁻¹ *ᵥ d) := by
    intro X Y h
    rw [← mulVec_smul]
    exact eq_inv_mulVec hM ((response_iff_reduced hAB).1 h).1
  -- s and t are the sum and the difference of the amplitudes
  obtain ⟨s, hs⟩ : ∃ s, s = (2 : ℝ) • ((reducedMatrix A B w)⁻¹ *ᵥ d) := ⟨_, rfl⟩
  obtain ⟨t, ht⟩ : ∃ t, t = w • ((A - B)⁻¹ *ᵥ s) := ⟨_, rfl⟩
  refine ⟨⟨((1 / 2 : ℝ) • (s + t), (1 / 2 : ℝ) • (s - t)), ?_, ?_⟩, ?_⟩
  · have e1 : (1 / 2 : ℝ) • (s + t) + (1 / 2 : ℝ) • (s - t) = s := by module
    have e2 : (1 / 2 : ℝ) • (s + t) - (1 / 2 : ℝ) • (s - t) = t := by module
    show IsResponse A B w d ((1 / 2 : ℝ) • (s + t)) ((1 / 2 : ℝ) • (s - t))
    rw [response_iff_reduced hAB, e1, e2]
    exact ⟨by rw [hs, mulVec_smul, mulVec_mulVec, mul_nonsing_inv _ hM, one_mulVec], ht⟩
  · rintro ⟨X, Y⟩ h
    have h' : IsResponse A B w d X Y := h
    have e1 : X + Y = s := (hsum X Y h').trans hs.symm
    have e2 : X - Y = t := by rw [((response_iff_reduced hAB).1 h').2, e1, ht]
    refine Prod.ext ?_ ?_
    · show X = (1 / 2 : ℝ) • (s + t)
      rw [← e1, ← e2]
      module
    · show Y = (1 / 2 : ℝ) • (s - t)
      rw [← e1, ← e2]
      module
  · intro X Y h
    rw [hsum X Y h, dotProduct_smul, smul_eq_mul]
```

The condition on $A-B$ matters already for one excitation with $a=b=1$ and $w\neq0$. The solution is $x=-d/w$, $y=d/w$, so $\alpha=0$. Lean assigns the singular inverse the value zero, and the formula would return $d^2$.

## The static limit

At $w=0$ the sum equation is $(A+B)(X+Y)=2d$, so invertibility of $A+B$ suffices. Taking $X=Y=(A+B)^{-1}d$ gives a solution. If $A-B$ is singular there are others, but all have the same sum.

```lean
/-- Static polarizability: if `A + B` is invertible, the equations at `w = 0` have a
solution, and every solution gives `⟨d, X + Y⟩ = 2 ⟨d, (A + B)⁻¹ d⟩`. -/
theorem static_polarizability {A B : Matrix n n ℝ} (hS : IsUnit (A + B).det) (d : n → ℝ) :
    (∃ X Y, IsResponse A B 0 d X Y) ∧
      ∀ X Y, IsResponse A B 0 d X Y →
        d ⬝ᵥ (X + Y) = 2 * (d ⬝ᵥ ((A + B)⁻¹ *ᵥ d)) := by
  constructor
  · obtain ⟨v, hv⟩ : ∃ v, (A + B) *ᵥ v = d :=
      ⟨(A + B)⁻¹ *ᵥ d, by rw [mulVec_mulVec, mul_nonsing_inv _ hS, one_mulVec]⟩
    rw [add_mulVec] at hv
    refine ⟨v, v, ?_, ?_⟩
    · linear_combination (norm := module) hv
    · linear_combination (norm := module) hv
  · intro X Y h
    have h1 := (response_iff_sum_diff.1 h).1
    rw [zero_smul, sub_zero] at h1
    rw [eq_inv_mulVec hS h1, mulVec_smul, dotProduct_smul, smul_eq_mul]
```

## Resonances and the diagonal case

Without a field, $M(X+Y)=0$. If $X+Y=0$, then $X-Y=0$ as well, so a nonzero solution requires a nonzero null vector of $M$. Conversely, a null vector $v$ gives amplitudes with sum $v$ and difference $w(A-B)^{-1}v$. For invertible $A-B$, the condition $\det M=0$ therefore locates the nonzero real frequencies of free oscillation; at $w=0$ it signals a static solution instead. It does not involve $d$, so it also finds oscillations that the dipole does not excite.

```lean
/-- For invertible `A - B`, the equations without a driving field have a nonzero solution
at frequency `w` exactly when `det M = 0`. -/
theorem free_oscillation_iff {A B : Matrix n n ℝ} (hAB : IsUnit (A - B).det) (w : ℝ) :
    (∃ X Y, (X ≠ 0 ∨ Y ≠ 0) ∧ IsResponse A B w 0 X Y) ↔
      (reducedMatrix A B w).det = 0 := by
  rw [← Matrix.exists_mulVec_eq_zero_iff]
  constructor
  · rintro ⟨X, Y, hne, h⟩
    obtain ⟨h1, h2⟩ := (response_iff_reduced hAB).1 h
    refine ⟨X + Y, ?_, by rw [h1, smul_zero]⟩
    intro h0
    rw [h0, mulVec_zero, smul_zero] at h2
    have hX : X = 0 := by
      linear_combination (norm := module) (1 / 2 : ℝ) • h0 + (1 / 2 : ℝ) • h2
    have hY : Y = 0 := by
      linear_combination (norm := module) (1 / 2 : ℝ) • h0 - (1 / 2 : ℝ) • h2
    exact hne.elim (fun k => k hX) (fun k => k hY)
  · rintro ⟨v, hv, h⟩
    obtain ⟨t, ht⟩ : ∃ t, t = w • ((A - B)⁻¹ *ᵥ v) := ⟨_, rfl⟩
    have e1 : (1 / 2 : ℝ) • (v + t) + (1 / 2 : ℝ) • (v - t) = v := by module
    have e2 : (1 / 2 : ℝ) • (v + t) - (1 / 2 : ℝ) • (v - t) = t := by module
    refine ⟨(1 / 2 : ℝ) • (v + t), (1 / 2 : ℝ) • (v - t), ?_, ?_⟩
    · by_contra hc
      rw [not_or, not_not, not_not] at hc
      rw [hc.1, hc.2, add_zero] at e1
      exact hv e1.symm
    · rw [response_iff_reduced hAB, e1, e2]
      exact ⟨by rw [h, smul_zero], ht⟩
```

For diagonal matrices with entries $a_i$ and $b_i$, multiply the two equations for excitation $i$ by $a_i+w-b_i$ and $a_i-w-b_i$, and add:

$$(a_i^2-b_i^2-w^2)(X_i+Y_i)=2(a_i-b_i)d_i.$$

Dividing, multiplying by $d_i$ and summing gives the polarizability of any solution, provided no denominator vanishes.

```lean
/-- For diagonal `A` and `B` the polarizability is a sum over excitations with denominators
`a² - b² - w²`, all assumed nonzero. -/
theorem diagonal_polarizability {a b d X Y : n → ℝ} {w : ℝ}
    (hD : ∀ i, a i ^ 2 - b i ^ 2 - w ^ 2 ≠ 0)
    (h : IsResponse (diagonal a) (diagonal b) w d X Y) :
    d ⬝ᵥ (X + Y) = ∑ i, 2 * (a i - b i) * d i ^ 2 / (a i ^ 2 - b i ^ 2 - w ^ 2) := by
  simp only [dotProduct]
  refine Finset.sum_congr rfl fun i _ => ?_
  have h1 := congrFun h.1 i
  have h2 := congrFun h.2 i
  simp only [Pi.add_apply, Pi.sub_apply, Pi.smul_apply, mulVec_diagonal, smul_eq_mul] at h1 h2
  rw [Pi.add_apply, eq_div_iff (hD i)]
  -- eliminate the two amplitudes of excitation i
  linear_combination d i * ((a i + w - b i) * h1 + (a i - w - b i) * h2)

end TDHFPolarizability
```

Another model would define $\alpha(w)$ through the inverse of the full block matrix acting on $(X,Y)$. That gives a function of frequency, but one meaningful only where the block matrix is invertible. Stating the response as a relation lets evenness also cover resonant frequencies at which solutions happen to exist.

```lean
#print axioms TDHFPolarizability.dynamic_polarizability
#print axioms TDHFPolarizability.static_polarizability
#print axioms TDHFPolarizability.free_oscillation_iff
#print axioms TDHFPolarizability.diagonal_polarizability
```

```
'TDHFPolarizability.dynamic_polarizability' depends on axioms: [propext, Classical.choice, Quot.sound]
'TDHFPolarizability.static_polarizability' depends on axioms: [propext, Classical.choice, Quot.sound]
'TDHFPolarizability.free_oscillation_iff' depends on axioms: [propext, Classical.choice, Quot.sound]
'TDHFPolarizability.diagonal_polarizability' depends on axioms: [propext, Classical.choice, Quot.sound]
```
